# A global minimiser of the Ginzburg-Landau free energy on finitely many sites, with a Hermitian gradient term, solves the Ginzburg-Landau equation

The theorem `euler_lagrange` concerns a complex order parameter ψ on a finite set of sites, with free energy Re⟨ψ, Tψ⟩ + a Σₓ(|ψ(x)|⁴/2 − |ψ(x)|²). It says that if T is a symmetric (Hermitian) linear operator and ψ minimises this energy among all fields, then Tψ = a(1 − |ψ|²)ψ at every site. The field need not be normalised, a is any real number, and the existence of a minimiser is assumed, not proved. The attempt varies ψ along the residual r = Tψ − a(1 − |ψ|²)ψ: the energy of ψ + tr has slope 2‖r‖² at t = 0, and this must vanish at a minimum, so r = 0.

The failing Lean file:

```lean
import Mathlib

open scoped InnerProductSpace ComplexConjugate

namespace EulerLagrange

noncomputable section

/-- Complex order-parameter fields on a finite set of sites. -/
abbrev Psi (V : Type*) := EuclideanSpace ℂ V

variable {V : Type*} [Fintype V]

/-- The Ginzburg-Landau free energy whose gradient term is the real part of `⟪ψ, T ψ⟫_ℂ`. -/
def freeEnergy (T : Psi V →ₗ[ℂ] Psi V) (a : ℝ) (ψ : Psi V) : ℝ :=
  (⟪ψ, T ψ⟫_ℂ).re + a * ∑ x, ((‖ψ x‖ ^ 2) ^ 2 / 2 - ‖ψ x‖ ^ 2)

/-- The lattice Ginzburg-Landau equation `T ψ = a (1 - |ψ|²) ψ`. -/
def GLEquation (T : Psi V →ₗ[ℂ] Psi V) (a : ℝ) (ψ : Psi V) : Prop :=
  ∀ x, T ψ x = ((a * (1 - ‖ψ x‖ ^ 2) : ℝ) : ℂ) * ψ x

/-- For symmetric `T`, a global minimiser of the free energy solves the Ginzburg-Landau equation. -/
theorem euler_lagrange {T : Psi V →ₗ[ℂ] Psi V} (hT : T.IsSymmetric) {a : ℝ} {ψ : Psi V}
    (hmin : ∀ φ, freeEnergy T a ψ ≤ freeEnergy T a φ) : GLEquation T a ψ := by
  -- vary the field along the residual `r` of the equation
  obtain ⟨r, hr⟩ : ∃ r : Psi V, ∀ x, T ψ x = r x + ((a * (1 - ‖ψ x‖ ^ 2) : ℝ) : ℂ) * ψ x :=
    ⟨WithLp.toLp 2 fun x => T ψ x - ((a * (1 - ‖ψ x‖ ^ 2) : ℝ) : ℂ) * ψ x,
      fun x => (sub_add_cancel _ _).symm⟩
  have hs : (⟪ψ, T r⟫_ℂ).re = (⟪r, T ψ⟫_ℂ).re := by
    rw [← hT ψ r, ← inner_conj_symm, Complex.conj_re]
  have hq : ∀ t : ℝ, (⟪ψ + (t : ℂ) • r, T (ψ + (t : ℂ) • r)⟫_ℂ).re =
      (⟪ψ, T ψ⟫_ℂ).re + t * (2 * (⟪r, T ψ⟫_ℂ).re) + t ^ 2 * (⟪r, T r⟫_ℂ).re := by
    intro t
    simp only [map_add, map_smul, inner_add_left, inner_add_right, inner_smul_left,
      inner_smul_right, Complex.conj_ofReal, Complex.add_re, Complex.re_ofReal_mul, hs]
    ring
  have hn : ∀ (t : ℝ) x, ‖(ψ + (t : ℂ) • r) x‖ ^ 2 =
      ‖ψ x‖ ^ 2 + t * (2 * (conj (r x) * ψ x).re) + t ^ 2 * ‖r x‖ ^ 2 := by
    intro t x
    simp only [PiLp.add_apply, PiLp.smul_apply, smul_eq_mul, ← Complex.normSq_eq_norm_sq,
      Complex.normSq_apply, Complex.mul_re, Complex.mul_im, Complex.add_re, Complex.add_im,
      Complex.conj_re, Complex.conj_im, Complex.ofReal_re, Complex.ofReal_im]
    ring
  have hp : ∀ A B C : ℝ, HasDerivAt (fun t : ℝ => A + t * B + t ^ 2 * C) B 0 := fun A B C =>
    (((hasDerivAt_const (0 : ℝ) A).fun_add ((hasDerivAt_id' (0 : ℝ)).mul_const B)).fun_add
      (((hasDerivAt_id' (0 : ℝ)).fun_pow 2).mul_const C)).congr_deriv (by simp)
  have hv := HasDerivAt.fun_sum (u := Finset.univ) fun (x : V) _ =>
    have h := hp (‖ψ x‖ ^ 2) (2 * (conj (r x) * ψ x).re) (‖r x‖ ^ 2)
    ((h.fun_pow 2).div_const 2).fun_sub h
  have hF := ((hp (⟪ψ, T ψ⟫_ℂ).re (2 * (⟪r, T ψ⟫_ℂ).re) (⟪r, T r⟫_ℂ).re).fun_add
    (hv.const_mul a)).congr_of_eventuallyEq
    (f₁ := fun t : ℝ => freeEnergy T a (ψ + (t : ℂ) • r))
    (Filter.Eventually.of_forall fun t => by simp only [freeEnergy, hq, hn])
  have hloc : IsLocalMin (fun t : ℝ => freeEnergy T a (ψ + (t : ℂ) • r)) 0 :=
    Filter.Eventually.of_forall fun t => by
      simpa only [Complex.ofReal_zero, zero_smul, add_zero] using hmin (ψ + (t : ℂ) • r)
  -- the slope is twice the squared norm of the residual
  have h0 : 2 * ‖r‖ ^ 2 = 0 := by
    rw [← hloc.hasDerivAt_eq_zero hF, EuclideanSpace.norm_sq_eq]
    simp only [PiLp.inner_apply, RCLike.inner_apply, Complex.re_sum, hr, Finset.mul_sum,
      ← Finset.sum_add_distrib]
    refine Finset.sum_congr rfl fun x _ => ?_
    norm_num only [← Complex.normSq_eq_norm_sq, Complex.normSq_apply, Complex.mul_re,
      Complex.mul_im, Complex.add_re, Complex.add_im, Complex.conj_re, Complex.conj_im,
      Complex.ofReal_re, Complex.ofReal_im]
    ring
  have hr0 : r = 0 := norm_eq_zero.mp (pow_eq_zero_iff two_ne_zero |>.mp (by linarith))
  intro x
  rw [hr x, hr0, PiLp.zero_apply, zero_add]

end

end EulerLagrange
```

The error:

```
Main.lean:28:15: error: (deterministic) timeout at `whnf`, maximum number of heartbeats (200000) has been reached

Note: Use `set_option maxHeartbeats <num>` to set the limit.

Hint: Additional diagnostic information may be available using the `set_option diagnostics true` command.
```

Lean accepts the file once it reads:

```diff
@@ -24,7 +24,8 @@
     (hmin : ∀ φ, freeEnergy T a ψ ≤ freeEnergy T a φ) : GLEquation T a ψ := by
   -- vary the field along the residual `r` of the equation
+  obtain ⟨g, hg⟩ : ∃ g : V → ℂ, ∀ x, T ψ x = g x + ((a * (1 - ‖ψ x‖ ^ 2) : ℝ) : ℂ) * ψ x :=
+    ⟨fun x => T ψ x - ((a * (1 - ‖ψ x‖ ^ 2) : ℝ) : ℂ) * ψ x, fun x => by ring⟩
   obtain ⟨r, hr⟩ : ∃ r : Psi V, ∀ x, T ψ x = r x + ((a * (1 - ‖ψ x‖ ^ 2) : ℝ) : ℂ) * ψ x :=
-    ⟨WithLp.toLp 2 fun x => T ψ x - ((a * (1 - ‖ψ x‖ ^ 2) : ℝ) : ℂ) * ψ x,
-      fun x => (sub_add_cancel _ _).symm⟩
+    ⟨WithLp.toLp 2 g, hg⟩
   have hs : (⟪ψ, T r⟫_ℂ).re = (⟪r, T ψ⟫_ℂ).re := by
     rw [← hT ψ r, ← inner_conj_symm, Complex.conj_re]
```

Diagnosis. The timeout points at `(sub_add_cancel _ _).symm`, the proof that the residual plus the subtracted term gives back `T ψ x`. That lemma has the form `a - b + b = a`, but in the goal the first summand is a coordinate of `WithLp.toLp 2 fun x => …`, and the subtraction shows only once that coordinate is unfolded. Lean had to find the match by unfolding definitions, and ran out of heartbeats in `whnf`, which does such unfolding. The message doesn't say which definitions used up the budget.

The repair separates the algebra from the wrapping. It first obtains a plain function `g : V → ℂ` with the required property `hg`, where the subtraction is in plain view and `ring` proves the identity. It then takes `WithLp.toLp 2 g` as `r` and reuses `hg` as the proof. Lean still has to see that `(WithLp.toLp 2 g) x` is `g x`, but this is a short check, because `g` came out of an existential statement and is now a variable with no formula behind it to unfold.
